# When H commutes with the projector, adding the projected geminal removes the penalty from the pair minimum

Let $E$ be a complex inner product space of two-electron functions (geminals). The inner product $\langle x,y\rangle$ is conjugate-linear in $x$. The operator $O$ projects onto the part of pair space that a correlation function should avoid, such as products containing an occupied orbital, and $H$ is the zeroth-order pair Hamiltonian measured from the reference pair energy.

In Lean 4 with Mathlib:

```lean
import Mathlib

open Filter Topology ComplexConjugate

noncomputable section

namespace GeminalPenalty

variable {E : Type*} [NormedAddCommGroup E] [InnerProductSpace ℂ E]
```

The last line declares $E$. It may have any dimension, and no Gaussian form or antisymmetry is assumed.

```lean
/-- The complementary operator `Q = 1 - O`. -/
def outer (O : E →ₗ[ℂ] E) : E →ₗ[ℂ] E := LinearMap.id - O
```

This is $Q = 1 - O$. The type `E →ₗ[ℂ] E` means a complex-linear map defined on all of $E$. An unbounded symmetric operator cannot be defined on all of a Hilbert space. For such an $H$, and a geminal $g$ with $g$ and $Og$ in its domain, take $E$ to be the span of $g$ and $Og$, and replace $Hu$ (for $u$ in $E$) and the coupling vector $v$ introduced below by their orthogonal projections onto $E$. This leaves the pair functional on $E$ unchanged, and if $H$ commutes with $O$, so does the projected operator.

```lean
/-- The real part of the expectation value `⟨u, H u⟩`, without normalisation. -/
def expect (H : E →ₗ[ℂ] E) (u : E) : ℝ := (inner ℂ u (H u)).re
```

Write $h(u) = \mathrm{Re}\,\langle u,Hu\rangle$ for `expect H u`. For symmetric $H$ and $u \neq 0$, the normalised expectation value is $h(u)/\|u\|^2$.

```lean
/-- The pair functional `Re ⟨u, (H + Δ O) u⟩ + 2 Re ⟨Q u, v⟩` with penalty strength `Δ`. -/
def pairFunctional (H O : E →ₗ[ℂ] E) (v : E) (Δ : ℝ) (u : E) : ℝ :=
  expect (H + (Δ : ℂ) • O) u + 2 * (inner ℂ (outer O u) v).re
```

The functional is
$$J_\Delta(u) = \mathrm{Re}\,\langle u,(H+\Delta O)u\rangle + 2\,\mathrm{Re}\,\langle Qu,v\rangle .$$
It has the form of a second-order (Hylleraas) pair functional. The vector $v$ stands for the interaction acting on the reference pair, and the real number $\Delta$ penalises the $O$ part of $u$.

## Expectation values and the two sectors

```lean
/-- For a symmetric operator the real part is the whole expectation value. -/
theorem expect_eq_inner {H : E →ₗ[ℂ] E} (hH : H.IsSymmetric) (u : E) :
    (expect H u : ℂ) = inner ℂ u (H u) :=
  Complex.conj_eq_iff_re.1 (by rw [inner_conj_symm]; exact hH u u)
```

If $H$ is symmetric, $\langle u,Hu\rangle$ equals its own conjugate, so $h(u)$ is the whole expectation value. The theorems on minima do not assume that $H$ is symmetric.

```lean
lemma expect_smul (H : E →ₗ[ℂ] E) (c : ℂ) (u : E) :
    expect H (c • u) = ‖c‖ ^ 2 * expect H u := by
  simp only [expect, map_smul, inner_smul_left, inner_smul_right, Complex.sq_norm,
    Complex.normSq_apply, Complex.mul_re, Complex.mul_im, Complex.conj_re, Complex.conj_im]
  ring
```

Scaling a vector gives $h(cu) = |c|^2 h(u)$, since one factor $\bar c$ and one factor $c$ come out of the inner product.

```lean
/-- The penalty operator adds `Δ ‖O u‖²` to the expectation value. -/
theorem expect_penalty (H : E →ₗ[ℂ] E) {O : E →ₗ[ℂ] E} (hO : O.IsSymmetric)
    (hOO : ∀ x, O (O x) = O x) (Δ : ℝ) (u : E) :
    expect (H + (Δ : ℂ) • O) u = expect H u + Δ * ‖O u‖ ^ 2 := by
  have h := hO u (O u)
  rw [hOO] at h
  have hn : (inner ℂ u (O u)).re = ‖O u‖ ^ 2 := by
    rw [← h]
    exact inner_self_eq_norm_sq (𝕜 := ℂ) (O u)
  simp only [expect, LinearMap.add_apply, LinearMap.smul_apply, inner_add_right,
    inner_smul_right, Complex.add_re, Complex.re_ofReal_mul, hn]
```

The hypotheses `hO` and `hOO` say that $O$ is symmetric and $O^2 = O$. Therefore
$$\langle u,Ou\rangle = \langle u,O\,Ou\rangle = \langle Ou,Ou\rangle = \|Ou\|^2,$$
and the penalty adds $\Delta\|Ou\|^2$ to $h(u)$.

```lean
/-- If `H` commutes with `O`, expectation values add over the two sectors of `O`. -/
theorem expect_add {H O : E →ₗ[ℂ] E} (hO : O.IsSymmetric)
    (hc : ∀ x, H (O x) = O (H x)) {x y : E} (hx : O x = 0) (hy : O y = y) :
    expect H (x + y) = expect H x + expect H y := by
  have h1 : inner ℂ x (H y) = 0 := by
    rw [← hy, hc, ← hO x (H y), hx, inner_zero_left]
  have h2 : inner ℂ y (H x) = 0 := by
    rw [← hy, hO y (H x), ← hc, hx, map_zero, inner_zero_right]
  simp only [expect, map_add, inner_add_left, inner_add_right, h1, h2, Complex.add_re,
    add_zero, zero_add]
```

Here `hc` says $HO = OH$. This holds when $H$ is the sum of the Fock operators of the two electrons minus a constant and $O$ is built from exact occupied orbitals of the Fock operator, but generally not for approximate orbitals. Take $Ox = 0$ and $Oy = y$. Both cross terms vanish:
$$\langle x,Hy\rangle = \langle x,HOy\rangle = \langle x,OHy\rangle = \langle Ox,Hy\rangle = 0,$$
$$\langle y,Hx\rangle = \langle Oy,Hx\rangle = \langle y,OHx\rangle = \langle y,HOx\rangle = 0.$$
Hence $h(x+y) = h(x) + h(y)$. In the code these are `h1` and `h2`.

## Minimising over the amplitudes

```lean
/-- Minimum of a quadratic energy in one complex amplitude with linear coupling `b`. -/
theorem amplitude_min {A : ℝ} (hA : 0 < A) (b : ℂ) :
    IsLeast (Set.range fun c : ℂ => ‖c‖ ^ 2 * A + 2 * (conj c * b).re)
      (-(‖b‖ ^ 2 / A)) := by
  -- complete the square
  have key : ∀ c : ℂ, ‖c‖ ^ 2 * A + 2 * (conj c * b).re =
      ((A * c.re + b.re) ^ 2 + (A * c.im + b.im) ^ 2) / A - ‖b‖ ^ 2 / A := by
    intro c
    simp only [Complex.sq_norm, Complex.normSq_apply, Complex.mul_re, Complex.conj_re,
      Complex.conj_im]
    field_simp
    ring
  refine ⟨⟨⟨-b.re / A, -b.im / A⟩, ?_⟩, ?_⟩
  · have h1 : A * (-b.re / A) + b.re = 0 := by rw [mul_div_cancel₀ _ hA.ne']; ring
    have h2 : A * (-b.im / A) + b.im = 0 := by rw [mul_div_cancel₀ _ hA.ne']; ring
    refine (key _).trans ?_
    simp only [h1, h2]
    ring
  · rintro _ ⟨c, rfl⟩
    have h : 0 ≤ ((A * c.re + b.re) ^ 2 + (A * c.im + b.im) ^ 2) / A := by positivity
    have hk := key c
    dsimp only
    linarith
```

`IsLeast S m` says that $m$ belongs to the set $S$ and is a lower bound for it, so the minimum is attained. For $A > 0$, completing the square gives
$$A|c|^2 + 2\,\mathrm{Re}(\bar c\,b) = \frac{|Ac+b|^2}{A} - \frac{|b|^2}{A}.$$
The minimum is $-|b|^2/A$, at $c = -b/A$. The step `key` is this identity in real and imaginary parts. The two bullets then supply the minimiser and the lower bound.

```lean
/-- Minimum of the pair functional over the multiples of one geminal `g`. -/
theorem min_single {H O : E →ₗ[ℂ] E} (hO : O.IsSymmetric) (hOO : ∀ x, O (O x) = O x)
    (g v : E) {Δ : ℝ} (hA : 0 < expect H g + Δ * ‖O g‖ ^ 2) :
    IsLeast (pairFunctional H O v Δ '' (Submodule.span ℂ {g} : Set E))
      (-(‖inner ℂ (outer O g) v‖ ^ 2 / (expect H g + Δ * ‖O g‖ ^ 2))) := by
  have hval : ∀ c : ℂ, pairFunctional H O v Δ (c • g) =
      ‖c‖ ^ 2 * (expect H g + Δ * ‖O g‖ ^ 2) +
        2 * (conj c * inner ℂ (outer O g) v).re := by
    intro c
    rw [pairFunctional, expect_smul, expect_penalty H hO hOO, map_smul, inner_smul_left]
  obtain ⟨⟨c, hc⟩, hlow⟩ := amplitude_min hA (inner ℂ (outer O g) v)
  refine ⟨⟨c • g, Submodule.mem_span_singleton.2 ⟨c, rfl⟩, (hval c).trans hc⟩, ?_⟩
  rintro _ ⟨u, hu, rfl⟩
  obtain ⟨d, rfl⟩ := Submodule.mem_span_singleton.1 hu
  rw [hval]
  exact hlow ⟨d, rfl⟩
```

The set is the image (`''`) of the complex span of $g$ under $J_\Delta$. Put $\beta = \langle Qg,v\rangle$. For $u = cg$,
$$J_\Delta(cg) = |c|^2\left(h(g)+\Delta\|Og\|^2\right) + 2\,\mathrm{Re}(\bar c\,\beta),$$
which is `hval`. The previous theorem gives the minimum
$$-\frac{|\beta|^2}{h(g)+\Delta\|Og\|^2},$$
provided the denominator is positive. Commutation is not needed here. Rescaling $g$ changes numerator and denominator by the same factor, so the minimum does not depend on its normalisation.

```lean
/-- Minimum of the pair functional over the span of `g` and its projection `O g`. -/
theorem min_pair {H O : E →ₗ[ℂ] E} (hO : O.IsSymmetric) (hOO : ∀ x, O (O x) = O x)
    (hc : ∀ x, H (O x) = O (H x)) (g v : E) {Δ : ℝ} (hQ : 0 < expect H (outer O g))
    (hP : 0 ≤ expect H (O g) + Δ * ‖O g‖ ^ 2) :
    IsLeast (pairFunctional H O v Δ '' (Submodule.span ℂ {g, O g} : Set E))
      (-(‖inner ℂ (outer O g) v‖ ^ 2 / expect H (outer O g))) := by
  have hg : outer O g = g - O g := rfl
  have hq : O (outer O g) = 0 := by rw [hg, map_sub, hOO, sub_self]
  -- the amplitudes of `Q g` and `O g` decouple
  have hval : ∀ a b : ℂ, pairFunctional H O v Δ (a • outer O g + b • O g) =
      ‖a‖ ^ 2 * expect H (outer O g) + 2 * (conj a * inner ℂ (outer O g) v).re +
        ‖b‖ ^ 2 * (expect H (O g) + Δ * ‖O g‖ ^ 2) := by
    intro a b
    have hx : O (a • outer O g) = 0 := by rw [map_smul, hq, smul_zero]
    have hy : O (b • O g) = b • O g := by rw [map_smul, hOO]
    have hs : O (a • outer O g + b • O g) = b • O g := by rw [map_add, hx, hy, zero_add]
    have ho : outer O (a • outer O g + b • O g) = a • outer O g := by
      change (a • outer O g + b • O g) - O (a • outer O g + b • O g) = _
      rw [hs, add_sub_cancel_right]
    rw [pairFunctional, expect_penalty H hO hOO, expect_add hO hc hx hy, expect_smul,
      expect_smul, ho, hs, norm_smul, mul_pow, inner_smul_left]
    ring
  obtain ⟨⟨a, ha⟩, hlow⟩ := amplitude_min hQ (inner ℂ (outer O g) v)
  refine ⟨⟨a • outer O g + (0 : ℂ) • O g, ?_, ?_⟩, ?_⟩
  · refine Submodule.mem_span_pair.2 ⟨a, -a, ?_⟩
    rw [hg]
    module
  · rw [hval, norm_zero]
    dsimp only at ha
    linarith
  · rintro _ ⟨u, hu, rfl⟩
    obtain ⟨c, d, rfl⟩ := Submodule.mem_span_pair.1 hu
    have hu' : c • g + d • O g = c • outer O g + (c + d) • O g := by
      rw [hg]
      module
    rw [hu', hval]
    have h1 := hlow ⟨c, rfl⟩
    have h2 := mul_nonneg (sq_nonneg ‖c + d‖) hP
    dsimp only at h1
    linarith
```

Now $Og$ joins the basis. Every trial function can be rewritten as
$$cg + d\,Og = a\,Qg + b\,Og,\qquad a = c,\quad b = c+d.$$
Here $a$ and $b$ are both amplitudes, whereas $b$ in `amplitude_min` was the coupling. The two parts lie in different sectors and $H$ commutes with $O$, so the cross terms vanish and
$$J_\Delta = |a|^2 h(Qg) + 2\,\mathrm{Re}(\bar a\,\beta) + |b|^2\left(h(Og)+\Delta\|Og\|^2\right).$$
Two conditions enter. `hQ` is $h(Qg) > 0$: the allowed part of the geminal lies above the reference pair energy. `hP` says that the last bracket is not negative: the penalty is strong enough to offset any negative energy of the forbidden part. The $b$ term then cannot lower the functional, and $b = 0$ is optimal. What remains is the one-amplitude problem, with minimum $-|\beta|^2/h(Qg)$. The minimiser with $b = 0$ is a multiple of $Qg = g - Og$, which is why the proof uses coefficients $a$ and $-a$ in the original basis.

```lean
lemma expect_split {H O : E →ₗ[ℂ] E} (hO : O.IsSymmetric) (hOO : ∀ x, O (O x) = O x)
    (hc : ∀ x, H (O x) = O (H x)) (g : E) :
    expect H g = expect H (outer O g) + expect H (O g) := by
  have hg : outer O g = g - O g := rfl
  have hq : O (outer O g) = 0 := by rw [hg, map_sub, hOO, sub_self]
  rw [← expect_add hO hc hq (hOO g), hg, sub_add_cancel]
```

Since $g = Qg + Og$, the sector rule gives $h(g) = h(Qg) + h(Og)$.

## The effect of the penalty

```lean
/-- If `H` commutes with the projector `O`, and under the stated positivity conditions, both minima
have explicit formulas for all `Δ ≥ Δ₀`, and the one over the span of `g` and `O g` does not contain
`Δ`. The infimum over the multiples of `g` alone tends to zero as `Δ` grows. -/
theorem penalty_minima {H O : E →ₗ[ℂ] E} (hO : O.IsSymmetric)
    (hOO : ∀ x, O (O x) = O x) (hc : ∀ x, H (O x) = O (H x)) (g v : E) {Δ₀ : ℝ}
    (hg : O g ≠ 0) (hQ : 0 < expect H (outer O g))
    (hP : 0 ≤ expect H (O g) + Δ₀ * ‖O g‖ ^ 2) :
    (∀ Δ ≥ Δ₀,
      IsLeast (pairFunctional H O v Δ '' (Submodule.span ℂ {g} : Set E))
        (-(‖inner ℂ (outer O g) v‖ ^ 2 / (expect H g + Δ * ‖O g‖ ^ 2))) ∧
      IsLeast (pairFunctional H O v Δ '' (Submodule.span ℂ {g, O g} : Set E))
        (-(‖inner ℂ (outer O g) v‖ ^ 2 / expect H (outer O g)))) ∧
    Tendsto (fun Δ : ℝ => sInf (pairFunctional H O v Δ '' (Submodule.span ℂ {g} : Set E)))
      atTop (𝓝 0) := by
  constructor
  · intro Δ hΔ
    have hm := mul_le_mul_of_nonneg_right hΔ (sq_nonneg ‖O g‖)
    have hs := expect_split hO hOO hc g
    exact ⟨min_single hO hOO g v (by linarith),
      min_pair hO hOO hc g v hQ (by linarith)⟩
  · -- the denominator grows linearly with the penalty
    have hn : 0 < ‖O g‖ ^ 2 := pow_pos (norm_pos_iff.2 hg) 2
    have hden : Tendsto (fun Δ : ℝ => expect H g + Δ * ‖O g‖ ^ 2) atTop atTop :=
      tendsto_atTop_add_const_left _ _ (tendsto_id.atTop_mul_const hn)
    have hlim := (hden.const_div_atTop (‖inner ℂ (outer O g) v‖ ^ 2)).neg
    rw [neg_zero] at hlim
    refine hlim.congr' ?_
    filter_upwards [hden.eventually_gt_atTop 0] with Δ hΔ
    exact (min_single hO hOO g v hΔ).csInf_eq.symm
```

Let $h(Qg) > 0$, and suppose the bracket $h(Og)+\Delta\|Og\|^2$ is non-negative at $\Delta = \Delta_0$. It stays non-negative for every $\Delta \ge \Delta_0$, and
$$h(g)+\Delta\|Og\|^2 = h(Qg) + \left(h(Og)+\Delta\|Og\|^2\right) > 0.$$
Both minimum formulas therefore hold for all such $\Delta$, and the second does not contain $\Delta$.

The last part of the statement concerns the infimum `sInf` over the span of $g$ alone. Because $Og \neq 0$, the denominator grows linearly with $\Delta$. Once it is positive, the infimum equals the first formula, and it tends to $0$.

In this model, with one fixed geminal and exact commutation, a strong penalty drives the pair energy obtained from $g$ alone to zero. With $Og$ added to the basis, the pair energy stays at $-|\beta|^2/h(Qg)$.

```lean
/-- Let `H` commute with the projector `O`. If the coupling `⟨Q g, v⟩` is nonzero, and both the
expectation value of `Q g` and the penalised expectation value of `O g` are positive, then adding `O
g` to the basis strictly lowers the minimum. -/
theorem projected_geminal_lowers {H O : E →ₗ[ℂ] E} (hO : O.IsSymmetric)
    (hOO : ∀ x, O (O x) = O x) (hc : ∀ x, H (O x) = O (H x)) (g v : E) {Δ : ℝ}
    (hQ : 0 < expect H (outer O g)) (hP : 0 < expect H (O g) + Δ * ‖O g‖ ^ 2)
    (hv : inner ℂ (outer O g) v ≠ 0) :
    sInf (pairFunctional H O v Δ '' (Submodule.span ℂ {g, O g} : Set E)) <
      sInf (pairFunctional H O v Δ '' (Submodule.span ℂ {g} : Set E)) := by
  have hs := expect_split hO hOO hc g
  rw [(min_pair hO hOO hc g v hQ hP.le).csInf_eq,
    (min_single hO hOO g v (by linarith)).csInf_eq]
  exact neg_lt_neg (div_lt_div_of_pos_left (pow_pos (norm_pos_iff.2 hv) 2) hQ (by linarith))
```

If $\beta \neq 0$, $h(Qg) > 0$ and the bracket is strictly positive, the denominator for $g$ alone exceeds $h(Qg)$. Consequently
$$-\frac{|\beta|^2}{h(Qg)} < -\frac{|\beta|^2}{h(g)+\Delta\|Og\|^2},$$
and adding $Og$ strictly lowers the minimum.

## A two-level example

```lean
/-- The diagonal operator with real entries `d` on a two-level system. -/
def diagOp (d : Fin 2 → ℝ) : EuclideanSpace ℂ (Fin 2) →ₗ[ℂ] EuclideanSpace ℂ (Fin 2) where
  toFun x := WithLp.toLp 2 fun i => (d i : ℂ) * x.ofLp i
  map_add' x y := by ext i; simp [mul_add]
  map_smul' c x := by ext i; simp [mul_left_comm]
```

`diagOp d` multiplies the two components of a vector in $\mathbb{C}^2$ by the real numbers $d_0$ and $d_1$.

```lean
/-- The two-level model `H = diag(-1, 2)`, `O = diag(1, 0)`, `g = v = (1, 1)`, `Δ = 2` meets the
hypotheses of `penalty_minima` (with `Δ₀ = 2`) and of `projected_geminal_lowers`, and its `H` is
symmetric. -/
theorem two_level_witness :
    let H := diagOp ![-1, 2]
    let O := diagOp ![1, 0]
    let g : EuclideanSpace ℂ (Fin 2) := !₂[1, 1]
    H.IsSymmetric ∧ O.IsSymmetric ∧ (∀ x, O (O x) = O x) ∧ (∀ x, H (O x) = O (H x)) ∧
      O g ≠ 0 ∧ 0 < expect H (outer O g) ∧ 0 < expect H (O g) + 2 * ‖O g‖ ^ 2 ∧
      inner ℂ (outer O g) g ≠ 0 := by
  have hsym : ∀ d, (diagOp d).IsSymmetric := by
    intro d x y
    simp only [diagOp, LinearMap.coe_mk, AddHom.coe_mk, PiLp.inner_apply,
      RCLike.inner_apply, map_mul, Complex.conj_ofReal]
    exact Finset.sum_congr rfl fun i _ => by ring
  refine ⟨hsym _, hsym _, ?_, ?_, ?_, ?_, ?_, ?_⟩
  · intro x
    ext i
    fin_cases i <;> simp [diagOp]
  · intro x
    ext i
    fin_cases i <;> simp [diagOp]
  · intro h
    have h0 := congrArg (fun x : EuclideanSpace ℂ (Fin 2) => x.ofLp 0) h
    simp [diagOp] at h0
  · simp [expect, outer, diagOp, PiLp.inner_apply, Fin.sum_univ_two]
  · norm_num [expect, diagOp, PiLp.inner_apply, Fin.sum_univ_two, EuclideanSpace.norm_sq_eq]
  · simp only [PiLp.inner_apply, Fin.sum_univ_two]
    simp [outer, diagOp]

end GeminalPenalty
```

Take $H = \mathrm{diag}(-1,2)$, $O = \mathrm{diag}(1,0)$, $g = v = (1,1)$ and $\Delta = 2$. Then $Og = (1,0)$ and $Qg = (0,1)$ are unit vectors, with $h(Og) = -1$, $h(Qg) = 2$ and $\beta = 1$. The bracket is $-1 + 2 = 1$, so every hypothesis is met. The formulas give $-1/3$ for $g$ alone and $-1/2$ with $Og$ added. The vector $g$ has squared norm $2$, so $h(g) = 1$ corresponds to a normalised expectation value of $1/2$.

```lean
#print axioms GeminalPenalty.expect_eq_inner
#print axioms GeminalPenalty.penalty_minima
#print axioms GeminalPenalty.projected_geminal_lowers
```

```
'GeminalPenalty.expect_eq_inner' depends on axioms: [propext, Classical.choice, Quot.sound]
'GeminalPenalty.penalty_minima' depends on axioms: [propext, Classical.choice, Quot.sound]
'GeminalPenalty.projected_geminal_lowers' depends on axioms: [propext, Classical.choice, Quot.sound]
```
